# Every complex square matrix of operator norm at most 1 is a block of a unitary of twice the size

To run a damped time step on a quantum computer, a code can add one ancilla qubit and apply a unitary whose upper-left block is the damped step. The ancilla starts in state 0. If it is measured in state 0 afterwards, the system has undergone the damped step. This requires a unitary with the prescribed block.

Let M be a complex n × n matrix, M† its adjoint, and ‖M‖ its operator norm for the Euclidean norm on vectors. If ‖M‖ ≤ 1, define the positive semidefinite square roots

S = √(1 − MM†), T = √(1 − M†M).

Then the Halmos matrix

U = [[M, S], [T, −M†]]

is unitary. Conversely, a diagonal block of a unitary always has norm at most 1.

## Absorbing potentials and steps that need rescaling

With ħ = 1, take M = exp(−iΔt(H − iW)) with H Hermitian, W positive semidefinite and Δt ≥ 0. Here W is an absorbing potential, and M never increases the norm of a state. In a finite orthonormal basis, the result therefore supplies a unitary for each such step. The same holds for the split step exp(−ΔtW/2) exp(−iΔtH) exp(−ΔtW/2), a product of contractions.

The explicit Euler step 1 − iΔtH has norm above 1 whenever ΔtH ≠ 0, so it is not a block of any unitary. It must first be divided by some α ≥ ‖1 − iΔtH‖. For a normalised state ψ the success probability is then ‖(1 − iΔtH)ψ‖²/α².

## From norm loss to a unitary matrix

For every vector v,

‖v‖² − ‖Mv‖² = v†(1 − M†M)v.

So ‖M‖ ≤ 1 exactly when 1 − M†M is positive semidefinite. Since ‖M†‖ = ‖M‖, the matrix 1 − MM† is then positive semidefinite too, and both roots have the required squares.

The off-diagonal blocks need SM = MT. The squares satisfy

S²M = M − MM†M = MT².

Put X = SM − MT. Then

SX + XT = S²M − SMT + SMT − MT² = 0.

Multiply by X† from the left and take the trace. Using √S, √T and the cyclic property,

tr((√S X)†(√S X)) + tr((X√T)†(X√T)) = 0.

Both terms are nonnegative, so both vanish. Hence √S X = 0 and X√T = 0, which gives SX = 0 and XT = 0. Finally, X† = M†S − TM†, so

tr(X†X) = tr(M†SX) − tr(M†XT) = 0,

and X = 0. Block multiplication now gives

UU† = [[MM† + S², MT − SM], [TM† − M†S, T² + M†M]] = 1.

The lower-left entry vanishes because it is the adjoint of the upper-right one. As U is square and finite, U†U = 1 as well.

For the converse, let a unitary have first block column (A, F). The upper-left block of its unitarity relation reads A†A + F†F = 1. Thus 1 − A†A = F†F is positive semidefinite and ‖A‖ ≤ 1. The ancillary space may have any finite dimension.

On an input ψ with the ancilla in state 0,

U(ψ, 0) = (Mψ, Tψ), ‖Tψ‖² = ψ†T²ψ = ‖ψ‖² − ‖Mψ‖².

The squared norm of the second block is exactly the squared norm lost by the first. For normalised ψ, the success probability is ‖Mψ‖², and the state after success is Mψ/‖Mψ‖ when Mψ ≠ 0.

## The Lean file

```lean
import Mathlib

open Matrix
open scoped MatrixOrder ComplexOrder

namespace HalmosDilation

noncomputable section

variable {n m : Type*} [Fintype n] [DecidableEq n] [Fintype m] [DecidableEq m]

/-- The operator norm of a complex square matrix acting on column vectors with the
Euclidean norm. -/
def opNorm (M : Matrix n n ℂ) : ℝ := ‖Matrix.toEuclideanCLM (n := n) (𝕜 := ℂ) M‖

/-- The Halmos matrix of `M` on the doubled space, with blocks `M`, `√(1 - M Mᴴ)`, `√(1 - Mᴴ M)` and
`-Mᴴ`; the roots are true square roots when `M` has operator norm at most 1. -/
def halmos (M : Matrix n n ℂ) : Matrix (n ⊕ n) (n ⊕ n) ℂ :=
  fromBlocks M (CFC.sqrt (1 - M * Mᴴ)) (CFC.sqrt (1 - Mᴴ * M)) (-Mᴴ)

/-- The square root of a positive semidefinite matrix is Hermitian and squares to the matrix. -/
theorem sqrt_spec {A : Matrix n n ℂ} (hA : A.PosSemidef) :
    (CFC.sqrt A)ᴴ = CFC.sqrt A ∧ CFC.sqrt A * CFC.sqrt A = A :=
  ⟨(Matrix.nonneg_iff_posSemidef.mp (CFC.sqrt_nonneg A)).isHermitian.eq,
    CFC.sqrt_mul_sqrt_self A (Matrix.nonneg_iff_posSemidef.mpr hA)⟩

omit [DecidableEq n] in
/-- The squared norm of `A v` is the quadratic form of `Aᴴ A` at `v`. -/
theorem dot_mulVec_self (A : Matrix n n ℂ) (v : n → ℂ) :
    star (A *ᵥ v) ⬝ᵥ (A *ᵥ v) = star v ⬝ᵥ ((Aᴴ * A) *ᵥ v) := by
  rw [← Matrix.mulVec_mulVec, Matrix.dotProduct_mulVec (star v), ← Matrix.star_mulVec]

/-- A matrix has operator norm at most 1 exactly when `1 - Mᴴ M` is positive semidefinite. -/
theorem opNorm_le_one_iff (M : Matrix n n ℂ) :
    opNorm M ≤ 1 ↔ (1 - Mᴴ * M).PosSemidef := by
  have hsq : ∀ v : n → ℂ, star v ⬝ᵥ v = ((‖WithLp.toLp 2 v‖ ^ 2 : ℝ) : ℂ) := by
    intro v
    rw [EuclideanSpace.norm_sq_eq]
    simp [dotProduct, Complex.conj_mul']
  -- the quadratic form of `1 - Mᴴ M` is the loss of squared norm
  have hq : ∀ v : n → ℂ, star v ⬝ᵥ ((1 - Mᴴ * M) *ᵥ v) =
      ((‖WithLp.toLp 2 v‖ ^ 2 - ‖WithLp.toLp 2 (M *ᵥ v)‖ ^ 2 : ℝ) : ℂ) := by
    intro v
    rw [Matrix.sub_mulVec, Matrix.one_mulVec, dotProduct_sub, ← dot_mulVec_self,
      hsq, hsq, Complex.ofReal_sub]
  rw [Matrix.posSemidef_iff_dotProduct_mulVec]
  constructor
  · intro h
    refine ⟨Matrix.isHermitian_one.sub (Matrix.isHermitian_conjTranspose_mul_self M), ?_⟩
    intro v
    rw [hq, Complex.zero_le_real]
    have h1 : ‖WithLp.toLp 2 (M *ᵥ v)‖ ≤ opNorm M * ‖WithLp.toLp 2 v‖ :=
      (Matrix.toEuclideanCLM (n := n) (𝕜 := ℂ) M).le_opNorm (WithLp.toLp 2 v)
    have h2 : ‖WithLp.toLp 2 (M *ᵥ v)‖ ≤ ‖WithLp.toLp 2 v‖ :=
      h1.trans (mul_le_of_le_one_left (norm_nonneg _) h)
    have h3 := pow_le_pow_left₀ (norm_nonneg _) h2 2
    linarith
  · rintro ⟨-, h⟩
    refine ContinuousLinearMap.opNorm_le_bound _ zero_le_one fun x => ?_
    have h1 := h x.ofLp
    rw [hq, Complex.zero_le_real] at h1
    change ‖WithLp.toLp 2 (M *ᵥ x.ofLp)‖ ≤ 1 * ‖WithLp.toLp 2 x.ofLp‖
    rw [one_mul]
    refine le_of_not_gt fun h2 => ?_
    nlinarith [norm_nonneg (WithLp.toLp 2 x.ofLp)]

/-- If `M` intertwines the squares of two positive semidefinite matrices, it intertwines
the matrices themselves. -/
theorem intertwine {S T M : Matrix n n ℂ} (hS : S.PosSemidef) (hT : T.PosSemidef)
    (h : S * S * M = M * (T * T)) : S * M = M * T := by
  obtain ⟨hB, hBB⟩ := sqrt_spec hS
  obtain ⟨hC, hCC⟩ := sqrt_spec hT
  generalize CFC.sqrt S = B at hB hBB
  generalize CFC.sqrt T = C at hC hCC
  obtain ⟨X, hX⟩ : ∃ X, X = S * M - M * T := ⟨_, rfl⟩
  have hXST : S * X + X * T = 0 := by
    rw [hX]
    linear_combination (norm := noncomm_ring) h
  -- two nonnegative traces add up to zero
  have e1 : (B * X)ᴴ * (B * X) = Xᴴ * (S * X) := by
    rw [Matrix.conjTranspose_mul, hB, ← hBB]
    noncomm_ring
  have e2 : trace ((X * C)ᴴ * (X * C)) = trace (Xᴴ * (X * T)) := by
    rw [Matrix.trace_mul_comm, Matrix.conjTranspose_mul, hC, Matrix.trace_mul_comm Xᴴ, ← hCC]
    congr 1
    noncomm_ring
  have hsum : trace ((B * X)ᴴ * (B * X)) + trace ((X * C)ᴴ * (X * C)) = 0 := by
    rw [e1, e2, ← Matrix.trace_add, ← mul_add, hXST, mul_zero, Matrix.trace_zero]
  have h0 := (add_eq_zero_iff_of_nonneg
    (Matrix.posSemidef_conjTranspose_mul_self (B * X)).trace_nonneg
    (Matrix.posSemidef_conjTranspose_mul_self (X * C)).trace_nonneg).1 hsum
  have hSX : S * X = 0 := by
    rw [← hBB, mul_assoc, Matrix.trace_conjTranspose_mul_self_eq_zero_iff.1 h0.1, mul_zero]
  have hXT : X * T = 0 := by
    rw [← hCC, ← mul_assoc, Matrix.trace_conjTranspose_mul_self_eq_zero_iff.1 h0.2, zero_mul]
  -- hence `X` itself has zero Hilbert-Schmidt norm
  have hXH : Xᴴ = Mᴴ * S - T * Mᴴ := by
    rw [hX, Matrix.conjTranspose_sub, Matrix.conjTranspose_mul, Matrix.conjTranspose_mul,
      hS.isHermitian.eq, hT.isHermitian.eq]
  have hX0 : trace (Xᴴ * X) = 0 := by
    rw [hXH, sub_mul, Matrix.trace_sub, mul_assoc, hSX, mul_zero, Matrix.trace_zero,
      mul_assoc, Matrix.trace_mul_comm T, mul_assoc, hXT, mul_zero, Matrix.trace_zero, sub_zero]
  exact sub_eq_zero.1 (hX ▸ Matrix.trace_conjTranspose_mul_self_eq_zero_iff.1 hX0)

/-- The Halmos matrix of a matrix of operator norm at most 1 is unitary. -/
theorem halmos_unitary {M : Matrix n n ℂ} (hM : opNorm M ≤ 1) :
    halmos M ∈ Matrix.unitaryGroup (n ⊕ n) ℂ := by
  have hM' : opNorm Mᴴ ≤ 1 := by
    unfold opNorm at hM ⊢
    rw [← Matrix.star_eq_conjTranspose, map_star, norm_star]
    exact hM
  have hR := (opNorm_le_one_iff M).1 hM
  have hL := (opNorm_le_one_iff Mᴴ).1 hM'
  rw [Matrix.conjTranspose_conjTranspose] at hL
  have pS := Matrix.nonneg_iff_posSemidef.mp (CFC.sqrt_nonneg (1 - M * Mᴴ))
  have pT := Matrix.nonneg_iff_posSemidef.mp (CFC.sqrt_nonneg (1 - Mᴴ * M))
  obtain ⟨hS, hSS⟩ := sqrt_spec hL
  obtain ⟨hT, hTT⟩ := sqrt_spec hR
  unfold halmos
  generalize CFC.sqrt (1 - M * Mᴴ) = S at *
  generalize CFC.sqrt (1 - Mᴴ * M) = T at *
  -- the defect operators are exchanged by `M`, which cancels the off-diagonal blocks
  have h1 : S * M = M * T := intertwine pS pT (by rw [hSS, hTT]; noncomm_ring)
  have h2 : Mᴴ * S = T * Mᴴ := by
    have h3 := congrArg Matrix.conjTranspose h1
    rwa [Matrix.conjTranspose_mul, Matrix.conjTranspose_mul, hS, hT] at h3
  rw [Matrix.mem_unitaryGroup_iff, Matrix.star_eq_conjTranspose, Matrix.fromBlocks_conjTranspose,
    Matrix.fromBlocks_multiply, Matrix.conjTranspose_neg, Matrix.conjTranspose_conjTranspose,
    hS, hT, ← Matrix.fromBlocks_one]
  refine Matrix.fromBlocks_inj.2 ⟨?_, ?_, ?_, ?_⟩
  · rw [hSS]; abel
  · rw [mul_neg, h1]; abel
  · rw [neg_mul, h2]; abel
  · rw [hTT, neg_mul_neg]; abel

/-- The upper-left block of a unitary matrix on a system enlarged by any finite number of dimensions
has operator norm at most 1. -/
theorem corner_contractive {U : Matrix (n ⊕ m) (n ⊕ m) ℂ}
    (hU : U ∈ Matrix.unitaryGroup (n ⊕ m) ℂ) : opNorm U.toBlocks₁₁ ≤ 1 := by
  have h := Matrix.mem_unitaryGroup_iff'.1 hU
  rw [← Matrix.fromBlocks_toBlocks U, Matrix.star_eq_conjTranspose,
    Matrix.fromBlocks_conjTranspose, Matrix.fromBlocks_multiply, ← Matrix.fromBlocks_one] at h
  have h1 := (Matrix.fromBlocks_inj.1 h).1
  rw [opNorm_le_one_iff, ← h1, add_sub_cancel_left]
  exact Matrix.posSemidef_conjTranspose_mul_self _

/-- A matrix is the upper-left block of a unitary on the doubled space exactly when its
operator norm is at most 1. -/
theorem contraction_iff_unitary_block (M : Matrix n n ℂ) :
    opNorm M ≤ 1 ↔ ∃ U ∈ Matrix.unitaryGroup (n ⊕ n) ℂ, U.toBlocks₁₁ = M := by
  constructor
  · intro h
    exact ⟨halmos M, halmos_unitary h, Matrix.toBlocks_fromBlocks₁₁ _ _ _ _⟩
  · rintro ⟨U, hU, rfl⟩
    exact corner_contractive hU

/-- For `M` of operator norm at most 1, the Halmos matrix sends `(ψ, 0)` to `(M ψ, φ)`, where
the squared norm of `φ` is that of `ψ` minus that of `M ψ`. -/
theorem halmos_step {M : Matrix n n ℂ} (hM : opNorm M ≤ 1) (ψ : n → ℂ) :
    ∃ φ : n → ℂ, halmos M *ᵥ Sum.elim ψ 0 = Sum.elim (M *ᵥ ψ) φ ∧
      star φ ⬝ᵥ φ = star ψ ⬝ᵥ ψ - star (M *ᵥ ψ) ⬝ᵥ (M *ᵥ ψ) := by
  obtain ⟨hT, hTT⟩ := sqrt_spec ((opNorm_le_one_iff M).1 hM)
  refine ⟨CFC.sqrt (1 - Mᴴ * M) *ᵥ ψ, ?_, ?_⟩
  · simp [halmos, Matrix.fromBlocks_mulVec]
  · rw [dot_mulVec_self, hT, hTT, dot_mulVec_self, Matrix.sub_mulVec, Matrix.one_mulVec,
      dotProduct_sub]

end

end HalmosDilation
```

```lean
#print axioms HalmosDilation.contraction_iff_unitary_block
#print axioms HalmosDilation.halmos_step
```

```
'HalmosDilation.contraction_iff_unitary_block' depends on axioms: [propext, Classical.choice, Quot.sound]
'HalmosDilation.halmos_step' depends on axioms: [propext, Classical.choice, Quot.sound]
```

## Reading the definitions and theorems

The type `n` labels the basis states, and `n ⊕ n` labels two copies of them, one for each ancilla state. `opNorm` is the norm of the matrix as an operator on Euclidean space, not the largest entry or the Frobenius norm. `CFC.sqrt` is the positive semidefinite root, `ᴴ` is the adjoint, and `Sum.elim ψ 0` is the vector (ψ, 0).

`contraction_iff_unitary_block` states the equivalence for the doubled space. `halmos_unitary` gives the explicit matrix, and `corner_contractive` proves the converse for an ancillary index type `m` of any finite size. `halmos_step` gives the output and its norm balance for an unnormalised ψ; its φ is Tψ.

The lemmas follow the calculation above:

- `sqrt_spec` says that the roots are Hermitian and have the right squares.
- `dot_mulVec_self` rewrites ‖Av‖² as v†A†Av. In `opNorm_le_one_iff`, the identity `hq` is the norm-loss formula.
- `intertwine` proves SM = MT. Its `B` and `C` are √S and √T, `hsum` is the vanishing sum of traces, and `hX0` is tr(X†X) = 0.
- `halmos_unitary` multiplies the blocks with `Matrix.fromBlocks_multiply` and compares them with the identity, leaving one equation per block.

## One step, finite dimension, ideal roots

The theorems guarantee a unitary matrix for a single contractive step. They do not say how to compile it into gates, and they leave out the noise and gate errors of a device.

Nor does the Halmos matrix dilate repeated steps. The upper-left block of U² is M² + ST, not M² in general. A simulation that applies U once per step can measure the ancilla after each step and continue only on outcome 0, or use a fresh ancilla for each step and keep only the runs in which all of them are found in state 0. Alternatively, k steps can be dilated together, since Mᵏ again has norm at most 1.

The roots are ideal ones. In floating point, rounding can give 1 − M†M slightly negative eigenvalues when ‖M‖ is close to 1, and a code has to treat these before taking the root.

The statement could also have been modelled with bounded operators on a Hilbert space, which would include wavefunctions on a continuum. The trace argument would then have to go, since the traces need not exist. SM = MT would follow instead by approximating the square root on [0, 1] with polynomials, and both UU† = 1 and U†U = 1 would need checking. The matrix version fits a code that already works in a finite orthonormal basis.
